# On a finite-dimensional complex state space, the vectors fixed by an antilinear T with T² = 1 have real dimension equal to the space's complex dimension

Time reversal with T² = 1 is an example of the operators treated here: `T` is antilinear on a finite-dimensional complex vector space and gives back every vector when applied twice. The theorem `finrank_realStates` says that the vectors with `T v = v`, which form a real vector space, have a real dimension equal to the complex dimension of the whole space. The vectors are unnormalised and include zero, and neither an inner product nor a Hamiltonian is assumed. The proof shows that each vector is u + iv for exactly one pair of fixed vectors u and v, so twice the real dimension of the fixed space is the real dimension of the whole space, which is twice its complex dimension.

As first written in Lean, the proof fails:

```lean
import Mathlib

open Matrix ComplexConjugate

namespace FinrankRealStates

noncomputable section

section TimeReversal

variable {V : Type*} [AddCommGroup V] [Module ℂ V]

/-- The real space of states left unchanged by an antilinear operator `T`. -/
def realStates (T : V →ₛₗ[starRingEnd ℂ] V) : Submodule ℝ V where
  carrier := {v | T v = v}
  zero_mem' := map_zero T
  add_mem' := by
    intro u v hu hv
    change T (u + v) = u + v
    rw [map_add, show T u = u from hu, show T v = v from hv]
  smul_mem' := by
    intro r v hv
    change T ((r : ℂ) • v) = (r : ℂ) • v
    rw [map_smulₛₗ, Complex.conj_ofReal, show T v = v from hv]

/-- For an antilinear `T` with `T² = 1` on a finite-dimensional complex space, the real
dimension of the states fixed by `T` equals the complex dimension of the space. -/
theorem finrank_realStates [FiniteDimensional ℂ V] (T : V →ₛₗ[starRingEnd ℂ] V)
    (hT : ∀ v, T (T v) = v) :
    Module.finrank ℝ (realStates T) = Module.finrank ℂ V := by
  have hc : conj (-Complex.I / 2) = Complex.I / 2 := by simp
  have hh : conj (1 / 2 : ℂ) = 1 / 2 := by simp
  -- every state is uniquely u + i v with u and v fixed by T
  let f : (realStates T × realStates T) →ₗ[ℝ] V :=
    { toFun := fun p => p.1.1 + Complex.I • p.2.1
      map_add' := fun p q => by
        change (p.1.1 + q.1.1) + Complex.I • (p.2.1 + q.2.1) = _
        module
      map_smul' := fun r p => by
        change (r : ℂ) • p.1.1 + Complex.I • ((r : ℂ) • p.2.1) =
          (r : ℂ) • (p.1.1 + Complex.I • p.2.1)
        module }
  have hf : Function.Bijective f := by
    constructor
    · rw [injective_iff_map_eq_zero]
      rintro ⟨⟨u, hu⟩, ⟨v, hv⟩⟩ h
      have h1 : u + Complex.I • v = 0 := h
      have h2 : u + (-Complex.I) • v = 0 := by
        have h3 := congrArg T h1
        rwa [map_add, map_smulₛₗ, Complex.conj_I, map_zero, show T u = u from hu,
          show T v = v from hv] at h3
      have hu0 : u = 0 := by
        linear_combination (norm := module) (1 / 2 : ℂ) • h1 + (1 / 2 : ℂ) • h2
      have hv0 : v = 0 := by
        rw [hu0, zero_add] at h1
        exact (smul_eq_zero.mp h1).resolve_left Complex.I_ne_zero
      subst hu0 hv0
      rfl
    · intro w
      refine ⟨(⟨(1 / 2 : ℂ) • (w + T w), ?_⟩, ⟨(-Complex.I / 2) • (w - T w), ?_⟩), ?_⟩
      · change T _ = _
        rw [map_smulₛₗ, hh, map_add, hT, add_comm]
      · change T _ = _
        rw [map_smulₛₗ, hc, map_sub, hT]
        module
      · change (1 / 2 : ℂ) • (w + T w) + Complex.I • ((-Complex.I / 2) • (w - T w)) = w
        have hi : Complex.I * (-Complex.I / 2) = 1 / 2 := by
          linear_combination (-1 / 2 : ℂ) * Complex.I_mul_I
        rw [smul_smul, hi]
        module
  have h := (LinearEquiv.ofBijective f hf).finrank_eq
  rw [Module.finrank_prod, finrank_real_of_complex] at h
  omega

end TimeReversal

end

end FinrankRealStates
```

Lean reports:

```
Main.lean:31:53: error: unsolved goals
V : Type u_1
inst✝² : AddCommGroup V
inst✝¹ : Module ℂ V
inst✝ : FiniteDimensional ℂ V
T : V →ₗ⋆[ℂ] V
hT : ∀ (v : V), T (T v) = v
⊢ Complex.I / (starRingEnd ℂ) 2 = Complex.I / 2
Main.lean:32:40: error: unsolved goals
V : Type u_1
inst✝² : AddCommGroup V
inst✝¹ : Module ℂ V
inst✝ : FiniteDimensional ℂ V
T : V →ₗ⋆[ℂ] V
hT : ∀ (v : V), T (T v) = v
hc : (starRingEnd ℂ) (-Complex.I / 2) = Complex.I / 2
⊢ (starRingEnd ℂ) 2 = 2
```

Cause. Both errors come from the short calculations `hc` and `hh`, which give the complex conjugates of -i/2 and 1/2. In each, `simp` carries the conjugation through the fraction but leaves the conjugate of the number 2 as it stands. The first message therefore still asks for i divided by the conjugate of 2 to equal i/2, and the second asks for the conjugate of 2 to equal 2. Both goals are true, since 2 is real, but `simp` did not make that last rewrite by itself here.

The repair proves the missing fact first, as `htwo`. `Complex.ext` reduces the equality of two complex numbers to the equality of their real parts and of their imaginary parts, and `simp` proves each of these. `htwo` is then handed to `simp` in `hc` and `hh`, where it replaces the conjugate of 2 by 2 and so closes both goals. The rest of the proof is unchanged.

The change, after which it compiles:

```diff
@@ -29,6 +29,7 @@
     (hT : ∀ v, T (T v) = v) :
     Module.finrank ℝ (realStates T) = Module.finrank ℂ V := by
-  have hc : conj (-Complex.I / 2) = Complex.I / 2 := by simp
-  have hh : conj (1 / 2 : ℂ) = 1 / 2 := by simp
+  have htwo : conj (2 : ℂ) = 2 := Complex.ext (by simp) (by simp)
+  have hc : conj (-Complex.I / 2) = Complex.I / 2 := by simp [htwo]
+  have hh : conj (1 / 2 : ℂ) = 1 / 2 := by simp [htwo]
   -- every state is uniquely u + i v with u and v fixed by T
   let f : (realStates T × realStates T) →ₗ[ℝ] V :=
```
